# A wave packet with only positive momenta can have a negative probability current at the origin

Q: "Only positive momenta" is a statement about a state. Where does the formalisation put it? The function $(2p-3)e^{-p}$ is certainly not zero for $p<0$.

A: It is in the domain of integration. For a real momentum amplitude $\varphi$, the wave function at position $x$ is defined as
$$\psi(x)=\int_0^\infty \varphi(p)\,e^{ipx}\,dp ,$$
so the values of $\varphi$ at negative $p$ never enter. In Lean this is `packet φ x`, with `Ioi 0` as the half-line $p>0$. The current is $j(x)=\mathrm{Im}\,(\overline{\psi(x)}\,\psi'(x))$ in units $\hbar=m=1$, and `amplitude a b` is the family $\varphi(p)=(ap+b)e^{-p}$ with real $a,b$. The case in question is $a=2$, $b=-3$.

```lean
import Mathlib

open MeasureTheory Set Filter Topology ComplexConjugate
open Complex (I)

namespace QuantumBackflow

noncomputable section

/-- The wave function with real momentum amplitude `φ` restricted to positive momenta. -/
def packet (φ : ℝ → ℝ) (x : ℝ) : ℂ :=
  ∫ p in Ioi (0 : ℝ), (φ p : ℂ) * Complex.exp (I * p * x)

/-- The probability current `Im (conj ψ · ψ')`, in units where `ħ = m = 1`. -/
def current (ψ : ℝ → ℂ) (x : ℝ) : ℝ := (conj (ψ x) * deriv ψ x).im

/-- The momentum amplitude `(a p + b) exp (-p)`. -/
def amplitude (a b p : ℝ) : ℝ := (a * p + b) * Real.exp (-p)
```

Q: There is no factor $1/\sqrt{2\pi}$, and nothing is normalised. What is the physical value of the current?

A: The squared norm of the amplitude is
$$\int_0^\infty (ap+b)^2e^{-2p}\,dp=\frac{a^2}{4}+\frac{ab}{2}+\frac{b^2}{2},$$
which is $5/2$ for $a=2$, $b=-3$. With this Fourier convention $\int|\psi|^2dx=2\pi\cdot\tfrac52=5\pi$. The file's value $j(0)=-1$ therefore becomes $-1/(5\pi)\approx-0.064$ for the normalised state. Normalisation divides the current by a positive number and leaves its sign alone.

Q: Before any Lean, convince me that the current is negative at all.

A: At the origin it takes two integrals. Since $\varphi$ is real, $\psi(0)=\int_0^\infty\varphi\,dp=a+b$ and $\psi'(0)=i\int_0^\infty p\,\varphi\,dp=i(2a+b)$, so $j(0)=(a+b)(2a+b)$. For $a=2$, $b=-3$ this is $(-1)(1)=-1$. The amplitude changes sign at $p=3/2$, and the extra weight $p$ in the second integral favours the positive part enough to reverse the sign.

For general $x$, put $c=1-ix$, so that the integrand is $(ap+b)e^{-cp}$. An antiderivative is
$$F(p)=-\frac{a}{c}\,p\,e^{-cp}-\Big(\frac{b}{c}+\frac{a}{c^2}\Big)e^{-cp}.$$
Because $|e^{-cp}|=e^{-p}$, $F$ vanishes at infinity, and $\psi(x)=-F(0)=a/c^2+b/c$. With $dc/dx=-i$,
$$\psi'(x)=\frac{2ia}{c^3}+\frac{ib}{c^2}.$$
Now multiply by the conjugate, using $c\bar c=1+x^2$:
$$\overline{\psi}\,\psi'=\frac{i\,(a+b\bar c)(2a+bc)\,\bar c}{(1+x^2)^3}.$$
The imaginary part of $iz$ is the real part of $z$. The product in the numerator expands to $2a^2\bar c+ab\,c\bar c+2ab\,\bar c^2+b^2c\bar c\,\bar c$, whose real part is $2a^2+ab(1+x^2)+2ab(1-x^2)+b^2(1+x^2)$. Collecting powers of $x$,
$$j(x)=\frac{(a+b)(2a+b)+b(b-a)x^2}{(1+x^2)^3}.$$

Q: Could the definition of `current` have the wrong sign? Then a negative value would mean nothing.

A: A single plane wave settles that. For $Ae^{ipx}$ the derivative brings down $ip$, so $j=p|A|^2$, which for $A\neq0$ is positive when $p>0$. The theorem `current_planeWave` states this formula for every complex $A$ and real $p$. The three lemmas before it say that the phase has modulus one, that $1-ix$ is never zero (its real part is 1), and that the inclusion of the reals into the complex numbers has derivative 1. In the proof, `key` writes $\overline{\psi}\psi'$ as a real number times $i$, and the last line reads off its imaginary part.

```lean
/-- The phase `exp (i p x)` has modulus one for real `p` and `x`. -/
lemma norm_phase (p x : ℝ) : ‖Complex.exp (I * p * x)‖ = 1 := by
  rw [Complex.norm_exp]
  simp

lemma one_sub_ne (x : ℝ) : (1 : ℂ) - I * x ≠ 0 := by
  intro h
  have := congrArg Complex.re h
  simp at this

lemma hasDerivAt_coe (x : ℝ) : HasDerivAt (fun y : ℝ => (y : ℂ)) 1 x := by
  simpa using (hasDerivAt_id x).ofReal_comp

/-- A single plane wave of momentum `p` and amplitude `A` carries the current `p |A|²`. -/
theorem current_planeWave (A : ℂ) (p x : ℝ) :
    current (fun y => A * Complex.exp (I * p * y)) x = p * ‖A‖ ^ 2 := by
  have hd := (((hasDerivAt_coe x).const_mul (I * (p : ℂ))).cexp).const_mul A
  have hn : ‖A * Complex.exp (I * p * x)‖ = ‖A‖ := by
    rw [norm_mul, norm_phase, mul_one]
  have key : conj (A * Complex.exp (I * p * x)) *
      (A * (Complex.exp (I * p * x) * (I * p * 1))) = ((p * ‖A‖ ^ 2 : ℝ) : ℂ) * I := by
    rw [← hn, ← Complex.normSq_eq_norm_sq, Complex.ofReal_mul, ← Complex.mul_conj]
    ring
  unfold current
  rw [hd.deriv, key, Complex.im_ofReal_mul, Complex.I_im, mul_one]
```

Q: So each component carries a positive current, and the superposition does not. The current is quadratic in $\psi$, so interference terms can do that. But is this a genuine state, with a finite norm?

A: Yes. The next theorem gives both square integrability and the value of the squared norm quoted above. The function `G` is an explicit antiderivative of $(ap+b)^2e^{-2p}$: `hG` checks it by differentiation and `hlim` shows that it tends to zero. Since the integrand is nonnegative, these two facts already give integrability, and the integral is $-G(0)$.

```lean
/-- The amplitude `(a p + b) exp (-p)` is square integrable over positive momenta, with
squared norm `a²/4 + ab/2 + b²/2`. -/
theorem amplitude_sq_integral (a b : ℝ) :
    IntegrableOn (fun p => amplitude a b p ^ 2) (Ioi 0) ∧
      ∫ p in Ioi (0 : ℝ), amplitude a b p ^ 2 = a ^ 2 / 4 + a * b / 2 + b ^ 2 / 2 := by
  -- an explicit antiderivative that vanishes at infinity
  let G : ℝ → ℝ := fun p => -((a ^ 2 / 2 * (p * p) + (a * b + a ^ 2 / 2) * p +
    (a ^ 2 / 4 + a * b / 2 + b ^ 2 / 2)) * (Real.exp (-p) * Real.exp (-p)))
  have hG : ∀ p ∈ Ici (0 : ℝ), HasDerivAt G (amplitude a b p ^ 2) p := by
    intro p _
    have he : HasDerivAt (fun y : ℝ => Real.exp (-y)) (Real.exp (-p) * -1) p :=
      (hasDerivAt_neg p).exp
    have hi := hasDerivAt_id' p
    have hq := (((hi.fun_mul hi).const_mul (a ^ 2 / 2)).fun_add
      (hi.const_mul (a * b + a ^ 2 / 2))).add_const (a ^ 2 / 4 + a * b / 2 + b ^ 2 / 2)
    refine (hq.fun_mul (he.fun_mul he)).fun_neg.congr_deriv ?_
    unfold amplitude
    ring
  have hlim : Tendsto G atTop (𝓝 0) := by
    have t := Real.tendsto_pow_mul_exp_neg_atTop_nhds_zero
    have h := (((((t 2).const_mul (a ^ 2 / 2)).add
      ((t 1).const_mul (a * b + a ^ 2 / 2))).add
      ((t 0).const_mul (a ^ 2 / 4 + a * b / 2 + b ^ 2 / 2))).mul (t 0)).neg
    simp only [mul_zero, add_zero, neg_zero] at h
    refine h.congr fun p => ?_
    simp only [G]
    ring
  have hint := integrableOn_Ioi_deriv_of_nonneg' hG (fun p _ => sq_nonneg _) hlim
  refine ⟨hint, ?_⟩
  rw [integral_Ioi_of_hasDerivAt_of_tendsto' hG hint hlim]
  simp [G]
```

Q: The Fourier integrand is complex, so that argument from positivity is not available there.

A: Instead, the integrand is dominated. Its modulus is $|\varphi(p)|$, and `amplitude_integrable` shows that $\varphi$ is integrable by combining the Gamma integrals of $e^{-p}$ and $p\,e^{-p}$. After that, `packet_amplitude` follows the derivation step by step. `hsplit` merges the exponentials, `generalize` names $1-ix$ as `c`, `h0` and `h1` remove the boundary terms at infinity, and `hF` verifies the antiderivative $F$.

```lean
lemma amplitude_integrable (a b : ℝ) :
    Integrable (amplitude a b) (volume.restrict (Ioi 0)) := by
  have h : ∀ k : ℕ, Integrable (fun p : ℝ => p ^ k * Real.exp (-p))
      (volume.restrict (Ioi 0)) := by
    intro k
    have hk := Real.GammaIntegral_convergent (s := (k : ℝ) + 1) (by positivity)
    simp only [add_sub_cancel_right, Real.rpow_natCast] at hk
    exact Integrable.congr hk (ae_of_all _ fun p => mul_comm _ _)
  refine (((h 1).const_mul a).add ((h 0).const_mul b)).congr (ae_of_all _ fun p => ?_)
  show a * (p ^ 1 * Real.exp (-p)) + b * (p ^ 0 * Real.exp (-p)) = (a * p + b) * Real.exp (-p)
  ring

/-- The wave function of the amplitude `(a p + b) exp (-p)` is
`a / (1 - i x)² + b / (1 - i x)`. -/
theorem packet_amplitude (a b x : ℝ) :
    packet (amplitude a b) x = a / (1 - I * x) ^ 2 + b / (1 - I * x) := by
  have hE : ∀ p : ℝ, ‖Complex.exp (-(1 - I * x) * p)‖ = Real.exp (-p) := by
    intro p
    rw [Complex.norm_exp]
    simp
  have hsplit : ∀ p : ℝ, (amplitude a b p : ℂ) * Complex.exp (I * p * x) =
      (a * p + b) * Complex.exp (-(1 - I * x) * p) := by
    intro p
    unfold amplitude
    push_cast
    rw [mul_assoc, ← Complex.exp_add]
    congr 2
    ring
  have hint : IntegrableOn
      (fun p : ℝ => (amplitude a b p : ℂ) * Complex.exp (I * p * x)) (Ioi 0) := by
    refine Integrable.mono (amplitude_integrable a b) ?_ (ae_of_all _ fun p => ?_)
    · unfold amplitude
      exact Continuous.aestronglyMeasurable (by fun_prop)
    · rw [norm_mul, norm_phase, mul_one, Complex.norm_real]
  have hc := one_sub_ne x
  generalize (1 : ℂ) - I * x = c at hE hsplit hc ⊢
  -- the boundary terms at infinite momentum vanish
  have h0 : Tendsto (fun p : ℝ => Complex.exp (-c * p)) atTop (𝓝 0) := by
    rw [tendsto_zero_iff_norm_tendsto_zero]
    simp only [hE]
    simpa using Real.tendsto_pow_mul_exp_neg_atTop_nhds_zero 0
  have h1 : Tendsto (fun p : ℝ => (p : ℂ) * Complex.exp (-c * p)) atTop (𝓝 0) := by
    rw [tendsto_zero_iff_norm_tendsto_zero]
    have h := (Real.tendsto_pow_mul_exp_neg_atTop_nhds_zero 1).norm
    rw [norm_zero] at h
    refine h.congr fun p => ?_
    rw [norm_mul, norm_mul, hE, pow_one, Complex.norm_real,
      Real.norm_of_nonneg (Real.exp_pos _).le]
  have hF : ∀ p ∈ Ici (0 : ℝ), HasDerivAt
      (fun p : ℝ => (-a / c) * ((p : ℂ) * Complex.exp (-c * p)) +
        (-(b / c + a / c ^ 2)) * Complex.exp (-c * p))
      ((amplitude a b p : ℂ) * Complex.exp (I * p * x)) p := by
    intro p _
    have hp := hasDerivAt_coe p
    have he := (hp.const_mul (-c)).cexp
    refine (((hp.fun_mul he).const_mul (-a / c)).fun_add
      (he.const_mul (-(b / c + a / c ^ 2)))).congr_deriv ?_
    rw [hsplit]
    generalize Complex.exp (-c * p) = E
    field_simp
    ring
  unfold packet
  rw [integral_Ioi_of_hasDerivAt_of_tendsto' hF hint
    ((h1.const_mul (-a / c)).add (h0.const_mul (-(b / c + a / c ^ 2))))]
  simp only [Complex.ofReal_zero, mul_zero, zero_mul, Complex.exp_zero]
  ring
```

Q: And `deriv` in the current? Lean returns zero for the derivative of a function that has none.

A: That case does not arise, because `hasDerivAt_packet` proves that $\psi$ is differentiable at every $x$ with the derivative found above. It replaces the packet by its closed form, applies the quotient rule, and lets `field_simp` and `ring` tidy the result.

```lean
/-- The wave function of the amplitude `(a p + b) exp (-p)` has the derivative `2 i a / (1 - i x)³ +
i b / (1 - i x)²` at every `x`. -/
theorem hasDerivAt_packet (a b x : ℝ) : HasDerivAt (packet (amplitude a b))
    (2 * a * I / (1 - I * x) ^ 3 + b * I / (1 - I * x) ^ 2) x := by
  have hf : packet (amplitude a b) = fun y : ℝ =>
      (a : ℂ) / ((1 - I * y) * (1 - I * y)) + b / (1 - I * y) := by
    funext y
    rw [packet_amplitude, sq]
  have hw : HasDerivAt (fun y : ℝ => (1 : ℂ) - I * y) (-I) x := by
    simpa using ((hasDerivAt_coe x).const_mul I).const_sub 1
  have hc := one_sub_ne x
  rw [hf]
  refine (((hasDerivAt_const x (a : ℂ)).fun_div (hw.fun_mul hw) (mul_ne_zero hc hc)).fun_add
    ((hasDerivAt_const x (b : ℂ)).fun_div hw hc)).congr_deriv ?_
  generalize (1 : ℂ) - I * x = c at hc ⊢
  field_simp
  ring
```

The current then follows as in the calculation by hand. `hconj` conjugates $\psi$, `alg` puts the product over a common denominator, and `hD` identifies $c\bar c$ with the real number $1+x^2$. Dividing by a real number commutes with taking the imaginary part, so only the numerator has to be expanded.

```lean
/-- The current of the packet with amplitude `(a p + b) exp (-p)` at every position `x`. -/
theorem current_packet (a b x : ℝ) : current (packet (amplitude a b)) x =
    ((a + b) * (2 * a + b) + b * (b - a) * x ^ 2) / (1 + x ^ 2) ^ 3 := by
  have hv : (1 : ℂ) + I * x ≠ 0 := by
    intro h
    have := congrArg Complex.re h
    simp at this
  have alg : ∀ u v A B : ℂ, u ≠ 0 → v ≠ 0 →
      (A / v ^ 2 + B / v) * (2 * A * I / u ^ 3 + B * I / u ^ 2) =
        I * ((A + B * v) * (2 * A + B * u) * v) / (u * v) ^ 3 := by
    intro u v A B hu hv
    field_simp
  have hconj : conj ((a : ℂ) / (1 - I * x) ^ 2 + b / (1 - I * x)) =
      a / (1 + I * x) ^ 2 + b / (1 + I * x) := by
    simp [map_div₀]
  -- the common denominator is real
  have hD : ((1 : ℂ) - I * x) * (1 + I * x) = ((1 + x ^ 2 : ℝ) : ℂ) := by
    push_cast
    linear_combination (-(x : ℂ) ^ 2) * Complex.I_sq
  unfold current
  rw [(hasDerivAt_packet a b x).deriv, packet_amplitude, hconj,
    alg _ _ _ _ (one_sub_ne x) hv, hD, ← Complex.ofReal_pow, Complex.div_ofReal_im]
  congr 1
  simp only [Complex.mul_im, Complex.mul_re, Complex.add_re, Complex.add_im, Complex.sub_re,
    Complex.sub_im, Complex.I_re, Complex.I_im, Complex.ofReal_re, Complex.ofReal_im,
    Complex.one_re, Complex.one_im, Complex.re_ofNat, Complex.im_ofNat]
  ring
```

Q: Is $(2,-3)$ a lucky choice?

A: No, there is an open range. For $a>0$ the current at the origin is negative exactly when $-2a<b<-a$, because $(a+b)(2a+b)$ must have factors of opposite sign and $2a+b$ is the larger one.

```lean
/-- For `a > 0` the current at the origin of the packet with amplitude `(a p + b) exp (-p)` is
negative exactly when `-2a < b < -a`. -/
theorem backflow_at_origin_iff (a b : ℝ) (ha : 0 < a) :
    current (packet (amplitude a b)) 0 < 0 ↔ -2 * a < b ∧ b < -a := by
  have h0 : current (packet (amplitude a b)) 0 = (a + b) * (2 * a + b) := by
    rw [current_packet]
    norm_num
  rw [h0]
  constructor
  · intro h
    rcases mul_neg_iff.1 h with ⟨h1, h2⟩ | ⟨h1, h2⟩ <;> constructor <;> linarith
  · rintro ⟨h1, h2⟩
    exact mul_neg_of_neg_of_pos (by linarith) (by linarith)
```

Q: What goes wrong without $a>0$?

A: Take $a=-2$, $b=3$. This is the same state multiplied by $-1$, so the current at the origin is still $-1$, but the condition would read $4<3<2$, which is false. For negative $a$ the inequalities have to be reversed.

The limiting case $a=0$ is also instructive. The amplitude is then $b\,e^{-p}$, and the formula reduces to $j(x)=b^2/(1+x^2)^2$, which is never negative. Within this family, a negative current from positive momenta, which is called backflow, needs the linear term.

Q: Then read me the main theorem as a physicist would.

A: `backflow_counterexample` has three parts. The amplitude $(2p-3)e^{-p}$ is square integrable on $p>0$; its wave function is $2/(1-ix)^2-3/(1-ix)$ for every real $x$; and the current at $x=0$ is $-1$. The proof recognises the amplitude as `amplitude 2 (-3)` and specialises the general results.

```lean
/-- The amplitude `(2p - 3) exp (-p)` on `p > 0` is square integrable, its wave function is `2 / (1
- i x)² - 3 / (1 - i x)`, and its current at the origin is `-1`. -/
theorem backflow_counterexample :
    IntegrableOn (fun p : ℝ => ((2 * p - 3) * Real.exp (-p)) ^ 2) (Ioi 0) ∧
    (∀ x : ℝ, packet (fun p => (2 * p - 3) * Real.exp (-p)) x =
      2 / (1 - I * x) ^ 2 - 3 / (1 - I * x)) ∧
    current (packet fun p => (2 * p - 3) * Real.exp (-p)) 0 = -1 := by
  have h : (fun p : ℝ => (2 * p - 3) * Real.exp (-p)) = amplitude 2 (-3) := by
    funext p
    unfold amplitude
    ring
  refine ⟨?_, fun x => ?_, ?_⟩
  · have hs := (amplitude_sq_integral 2 (-3)).1
    rw [← h] at hs
    exact hs
  · rw [h, packet_amplitude]
    push_cast
    ring
  · rw [h, current_packet]
    norm_num
```

Q: Is the negative current confined to a single point?

A: It fills an interval. For these values $j(x)=(15x^2-1)/(1+x^2)^3$, so the current is negative exactly where $x^2<1/15$, that is, for $|x|<0.258$ approximately. Since the denominator is positive, the proof only has to compare the numerator with zero.

```lean
/-- For the amplitude `(2p - 3) exp (-p)` the current is negative exactly where
`x² < 1/15`. -/
theorem backflow_region (x : ℝ) :
    current (packet (amplitude 2 (-3))) x < 0 ↔ x ^ 2 < 1 / 15 := by
  have hpos : 0 < (1 + x ^ 2) ^ 3 := by positivity
  rw [current_packet, div_lt_iff₀ hpos, zero_mul]
  constructor <;> intro h <;> linarith

end

end QuantumBackflow
```

```lean
#print axioms QuantumBackflow.current_packet
#print axioms QuantumBackflow.backflow_at_origin_iff
#print axioms QuantumBackflow.backflow_counterexample
#print axioms QuantumBackflow.backflow_region
```

```
'QuantumBackflow.current_packet' depends on axioms: [propext, Classical.choice, Quot.sound]
'QuantumBackflow.backflow_at_origin_iff' depends on axioms: [propext, Classical.choice, Quot.sound]
'QuantumBackflow.backflow_counterexample' depends on axioms: [propext, Classical.choice, Quot.sound]
'QuantumBackflow.backflow_region' depends on axioms: [propext, Classical.choice, Quot.sound]
```

Q: My remaining doubt is about the word "backflow". I associate it with probability actually moving to the left over some time.

A: The theorems concern one instant and one particle on a line. There is no Hamiltonian and no time in the file, and it gives no bound on how much probability can cross the origin during an interval. The link to motion is the continuity equation: under free Schrödinger evolution the probability of finding the particle at $x<0$ changes at the rate $-j(0)$, which for the normalised state at this instant is $+1/(5\pi)$. The probability on the left is growing, although a momentum measurement would give only positive values.

Q: Does that matter to someone who propagates wave packets numerically?

A: It does when they interpret a flux. For a one-dimensional, one-particle packet such as this one, a negative current through a chosen point does not by itself prove that there are negative momentum components or a numerical reflection.
